# When Heisenberg-picture matrices commute at all times: the nested-commutator criterion

## Heisenberg operators and nested commutators

Let $H$ and $A$ be complex $n\times n$ matrices, with $H$ independent of time, and set $\hbar=1$. The commutator map is $\mathrm{ad}_H(X)=[H,X]=HX-XH$, and $\mathrm{ad}_H^k$ is its $k$-fold iterate, so that $\mathrm{ad}_H^0(X)=X$ and $\mathrm{ad}_H^2(X)=[H,[H,X]]$. For a complex number $z$ write

$$\Phi_z(X)=e^{zH}Xe^{-zH},$$

and for real time $t$ define the Heisenberg operator $X(t)=\Phi_{it}(X)=e^{itH}Xe^{-itH}$. The matrix $A$ is called nondemolition for $H$ if $[A(s),A(t)]=0$ for all real $s$ and $t$. For Hermitian $H$ and $A$, when the evolution is unitary and each $A(t)$ is an observable, this says that the values of the observable at different times are compatible, so that an ideal projective measurement of $A$ at one time, averaged over its outcomes, leaves the outcome statistics of $A$ at later times unchanged.

Three statements are established.

1. For arbitrary $H$ and $A$, Hermitian or not, $A$ is nondemolition for $H$ if and only if $[A,\mathrm{ad}_H^k(A)]=0$ for every integer $k\ge1$. The same holds in any complex Banach algebra.
2. For Hermitian matrices $H$ and $A$, $A$ is nondemolition if and only if $HA=AH$.
3. With $H=\mathrm{diag}(1,0)$ there is a non-Hermitian $A$ that is nondemolition and does not commute with $H$.

For a closed system with finitely many levels and a time-independent Hamiltonian, statement 2 identifies the nondemolition observables with the conserved ones.

## From the equation of motion to the criterion

The derivative of $e^{zH}$ is $e^{zH}H$ and that of $e^{-zH}$ is $-He^{-zH}$. The product rule gives

$$\frac{d}{dz}\Phi_z(X)=e^{zH}HXe^{-zH}-e^{zH}XHe^{-zH}=\Phi_z(\mathrm{ad}_H X).$$

Repeating this, the $k$-th derivative is $\Phi_z(\mathrm{ad}_H^kX)$, which equals $\mathrm{ad}_H^k X$ at $z=0$. The function is complex differentiable at every $z$, so its Taylor series converges to it everywhere:

$$\Phi_z(X)=\sum_{k=0}^\infty\frac{z^k}{k!}\,\mathrm{ad}_H^k(X).$$

Two times reduce to one. For complex $x$ and $y$ the matrices $xH$ and $yH$ commute, so $e^{xH}e^{yH}=e^{(x+y)H}$. Inserting $e^{-zH}e^{zH}=1$ between two factors gives $\Phi_z(XY)=\Phi_z(X)\Phi_z(Y)$, and splitting the exponentials gives $\Phi_{a+d}(X)=\Phi_a(\Phi_d(X))$ for complex $a$, $d$. With $it=is+i(t-s)$,

$$A(s)A(t)=\Phi_{is}\big(A\,A(t-s)\big),\qquad A(t)A(s)=\Phi_{is}\big(A(t-s)\,A\big).$$

If $A$ commutes with $A(\tau)$ for every real $\tau$, the right-hand sides agree. Conversely, $s=0$ in the nondemolition condition gives $[A,A(t)]=0$, because $A(0)=A$.

Now suppose $[A,X(t)]=0$ for all real $t$, for some matrix $X$. The chain rule through $z=it$ gives

$$0=\frac{d}{dt}[A,X(t)]=i\,[A,(\mathrm{ad}_HX)(t)],$$

so $A$ also commutes with $(\mathrm{ad}_HX)(t)$ at all times. Starting from $X=A$, induction on $j$ yields $[A,(\mathrm{ad}_H^jA)(t)]=0$ for all $j$ and $t$, and $t=0$ gives $[A,\mathrm{ad}_H^jA]=0$. In the other direction, suppose $A$ commutes with $\mathrm{ad}_H^kA$ for $k\ge1$. It commutes with the term $k=0$, which is $A$ itself. Multiplication by $A$ is continuous and passes through the series, so

$$A\,A(t)=\sum_k\frac{(it)^k}{k!}A\,\mathrm{ad}_H^k(A)=\sum_k\frac{(it)^k}{k!}\mathrm{ad}_H^k(A)\,A=A(t)\,A.$$

This is statement 1. Only products, limits and a complete submultiplicative norm were used.

## The trace argument for Hermitian matrices

Let $H^\dagger=H$, $A^\dagger=A$, and $C=HA-AH$. Then $C^\dagger=AH-HA=-C$. Assume only the case $k=1$ of the criterion, $AC=CA$. Cyclicity of the trace followed by this relation gives

$$\operatorname{tr}(CHA)=\operatorname{tr}(ACH)=\operatorname{tr}(CAH),$$

hence $\operatorname{tr}(C^2)=\operatorname{tr}(CHA)-\operatorname{tr}(CAH)=0$. Therefore $\sum_{p,q}|C_{pq}|^2=\operatorname{tr}(C^\dagger C)=-\operatorname{tr}(C^2)=0$, where $p$ and $q$ run over rows and columns, and $C=0$. Conversely, if $C=0$ then $\mathrm{ad}_H^k(A)=\mathrm{ad}_H^{k-1}(0)=0$ for $k\ge1$, and zero commutes with $A$.

## One and two levels

For $n=1$ all matrices commute and both sides of each equivalence are true. For $n=2$ label the basis states $0$ and $1$ and take $H=\mathrm{diag}(1,0)$, so that state $0$ has energy $1$ and state $1$ has energy $0$. The matrix $A=|0\rangle\langle1|$ raises the lower state to the upper one. Here $HA=A$ and $AH=0$, so $\mathrm{ad}_H(A)=A\neq0$. Every nested commutator equals $A$ and commutes with $A$, and the series sums to $A(t)=e^{it}A$. This is statement 3.

A Hermitian $A$ behaves differently. With Pauli matrices $\sigma_x,\sigma_y,\sigma_z$, a level splitting $\omega\neq0$, $H=\tfrac{\omega}{2}\sigma_z$ and $A=\sigma_x$, one finds $A(t)=\sigma_x\cos\omega t-\sigma_y\sin\omega t$ and $[A(s),A(t)]=2i\sin\big(\omega(s-t)\big)\sigma_z$. The commutator vanishes when $\omega(t-s)$ is a multiple of $\pi$ and not otherwise, so commutation on a suitable grid of times is a weaker condition than the one treated here.

## Testing a pair of matrices numerically

For Hermitian arrays `H` and `A` no exponential is needed: one forms `C = H @ A - A @ H` and compares its Frobenius norm $\sqrt{\operatorname{tr}(C^\dagger C)}$, the quantity of the trace argument, with a rounding tolerance. For general arrays one starts from `X = A`, repeats `X = H @ X - X @ H`, and tests `A @ X - X @ A` after each pass. In exact arithmetic the loop can stop at $k=n^2-1$, since $\mathrm{ad}_H$ is a linear map on a space of dimension $n^2$ and its characteristic polynomial expresses higher powers through lower ones. The same series, with the cluster operator $T$ in the exponent and $z=-1$, is the expansion of the similarity-transformed Hamiltonian $e^{-T}He^{T}$ of coupled-cluster theory in a finite orbital basis. The Pauli example, this stopping rule and the closed form $e^{it}A$ rest on the ordinary algebra shown here and are not among the Lean theorems.

## Commutator, conjugation and time evolution in Lean

```lean
import Mathlib

open NormedSpace Matrix
open scoped ComplexOrder

namespace NondemolitionCriterion

noncomputable section
```

The map `ad H` is $\mathrm{ad}_H$ in any ring, and its iterate $\mathrm{ad}_H^k(X)$ will appear as `(ad H)^[k] X`.

```lean
/-- The commutator map `ad_H(X) = HX - XH`. -/
def ad {𝔸 : Type*} [Ring 𝔸] (H X : 𝔸) : 𝔸 := H * X - X * H
```

The term `evolve H z X` is $\Phi_z(X)$. It is defined for a complex algebra with a topology and no chosen norm, so that one definition serves both Banach algebras and matrices with their entrywise topology.

```lean
section Defs

variable {𝔸 : Type*} [Ring 𝔸] [Algebra ℂ 𝔸] [TopologicalSpace 𝔸] [IsTopologicalRing 𝔸]

/-- Conjugation `exp(zH) X exp(-zH)` for a complex parameter `z`. -/
def evolve (H : 𝔸) (z : ℂ) (X : 𝔸) : 𝔸 := exp (z • H) * X * exp ((-z) • H)
```

Real time enters through `Complex.I * t`, which fixes $\hbar=1$ and the sign convention $A(t)=e^{itH}Ae^{-itH}$.

```lean
/-- The Heisenberg-picture operator `A(t) = exp(itH) A exp(-itH)` at real time `t`. -/
def heisenberg (H : 𝔸) (t : ℝ) (A : 𝔸) : 𝔸 := evolve H (Complex.I * t) A
```

Mathlib's `Commute` for two elements states that their products in the two orders are equal, so `Nondemolition H A` reads $A(s)A(t)=A(t)A(s)$ for all real $s$, $t$, negative times included. The definition concerns the free evolution under one constant $H$; a measuring apparatus, its coupling to the system, and time-dependent driving are not modelled.

```lean
/-- `A` is nondemolition for `H` if `A(s)` and `A(t)` commute for all real times `s`, `t`. -/
def Nondemolition (H A : 𝔸) : Prop :=
  ∀ s t : ℝ, Commute (heisenberg H s A) (heisenberg H t A)

end Defs
```

## The criterion in a Banach algebra

The assumptions `NormedRing`, `NormedAlgebra ℂ` and `CompleteSpace` describe a complex Banach algebra with unit: the norm is submultiplicative and Cauchy sequences converge, which makes the exponential series converge. Bounded operators on a Hilbert space are included. Unbounded operators such as position and momentum are not.

In `hasDerivAt_evolve`, `h1` and `h2` are the derivatives of the two exponentials, with $H$ placed on the inner side of each. The call `fun_mul` is the product rule, and `noncomm_ring` collects the two terms into $e^{zH}(HX-XH)e^{-zH}$.

```lean
section Banach

variable {𝔸 : Type*} [NormedRing 𝔸] [NormedAlgebra ℂ 𝔸] [CompleteSpace 𝔸]

/-- The derivative of `exp(zH) X exp(-zH)` in `z` is `exp(zH) [H,X] exp(-zH)`. -/
theorem hasDerivAt_evolve (H X : 𝔸) (z : ℂ) :
    HasDerivAt (fun w => evolve H w X) (evolve H z (ad H X)) z := by
  have h1 : HasDerivAt (fun w : ℂ => exp (w • H)) (exp (z • H) * H) z :=
    hasDerivAt_exp_smul_const H z
  have h2 : HasDerivAt (fun w : ℂ => exp ((-w) • H)) (-H * exp ((-z) • H)) z := by
    have h : HasDerivAt (fun w : ℂ => exp (w • (-H))) (-H * exp (z • (-H))) z :=
      hasDerivAt_exp_smul_const' (-H) z
    simpa only [smul_neg, neg_smul] using h
  refine ((h1.mul_const X).fun_mul h2).congr_deriv ?_
  simp only [evolve, ad]
  noncomm_ring
```

The theorem `hasSum_evolve` says that the nested-commutator series converges with sum $\Phi_z(X)$. The induction `hd` computes the $k$-th derivative for all elements `Y` of the algebra at once, because the step applies the hypothesis to `ad H Y`. Then `hf` records differentiability everywhere, `Complex.hasSum_taylorSeries_of_entire` supplies the expansion about $0$, and `h0` evaluates the coefficients through $\Phi_0(Y)=Y$. This appeal to entire functions is the reason for allowing complex $z$.

```lean
/-- The nested-commutator series `exp(zH) X exp(-zH) = ∑ₖ zᵏ/k! ad_Hᵏ(X)`. -/
theorem hasSum_evolve (H X : 𝔸) (z : ℂ) :
    HasSum (fun k : ℕ => (k.factorial : ℂ)⁻¹ • z ^ k • (ad H)^[k] X) (evolve H z X) := by
  have h0 : ∀ Y : 𝔸, evolve H 0 Y = Y := fun Y => by simp [evolve]
  -- each derivative adds one commutator
  have hd : ∀ (k : ℕ) (Y : 𝔸), iteratedDeriv k (fun w => evolve H w Y)
      = fun w => evolve H w ((ad H)^[k] Y) := by
    intro k
    induction k with
    | zero => intro Y; simp
    | succ k ih =>
      intro Y
      have h : deriv (fun w => evolve H w Y) = fun w => evolve H w (ad H Y) :=
        funext fun w => (hasDerivAt_evolve H Y w).deriv
      rw [iteratedDeriv_succ', h, ih, Function.iterate_succ_apply]
  -- Taylor series of an entire function
  have hf : Differentiable ℂ (fun w => evolve H w X) :=
    fun w => (hasDerivAt_evolve H X w).differentiableAt
  simpa only [sub_zero, hd, h0] using Complex.hasSum_taylorSeries_of_entire hf 0 z
```

The reduction to one time is `nondemolition_iff_initial`. Its forward half sets $s=0$. In the other half, `E` is $e^{xH}e^{yH}=e^{(x+y)H}$, `hmul` is multiplicativity, `hadd` is the group law and `ht` is $it=is+i(t-s)$. The last rewrite pulls $\Phi_{is}$ outside both products and applies `hc`, the hypothesis at time $t-s$.

```lean
/-- The operators `A(s)`, `A(t)` commute at all pairs of times exactly when `A` commutes
with `A(t)` at all times. -/
theorem nondemolition_iff_initial (H A : 𝔸) :
    Nondemolition H A ↔ ∀ t : ℝ, Commute A (heisenberg H t A) := by
  constructor
  · intro h t
    have h0 : heisenberg H 0 A = A := by simp [heisenberg, evolve]
    have h1 := h 0 t
    rwa [h0] at h1
  · intro h s t
    let _ : NormedAlgebra ℚ 𝔸 := NormedAlgebra.restrictScalars ℚ ℂ 𝔸
    have E : ∀ x y : ℂ, exp (x • H) * exp (y • H) = exp ((x + y) • H) := fun x y => by
      rw [add_smul,
        NormedSpace.exp_add_of_commute (((Commute.refl H).smul_left x).smul_right y)]
    -- conjugation respects products
    have hmul : ∀ (z : ℂ) (X Y : 𝔸), evolve H z (X * Y) = evolve H z X * evolve H z Y := by
      intro z X Y
      have h1 : exp ((-z) • H) * exp (z • H) = 1 := by
        rw [E, neg_add_cancel, zero_smul, NormedSpace.exp_zero]
      calc evolve H z (X * Y)
          = exp (z • H) * X * (exp ((-z) • H) * exp (z • H)) * Y * exp ((-z) • H) := by
            rw [h1]; simp only [evolve, mul_assoc, mul_one]
        _ = _ := by simp only [evolve, mul_assoc]
    -- group law
    have hadd : ∀ (a d : ℂ) (X : 𝔸), evolve H (a + d) X = evolve H a (evolve H d X) := by
      intro a d X
      have h2 : exp ((-(a + d)) • H) = exp ((-d) • H) * exp ((-a) • H) := by
        rw [E, show -d + -a = -(a + d) by ring]
      simp only [evolve]
      rw [h2, ← E a d]
      simp only [mul_assoc]
    have ht : Complex.I * (t : ℂ) = Complex.I * s + Complex.I * ((t - s : ℝ) : ℂ) := by
      push_cast; ring
    have hc : A * evolve H (Complex.I * ((t - s : ℝ) : ℂ)) A
        = evolve H (Complex.I * ((t - s : ℝ) : ℂ)) A * A := (h (t - s)).eq
    show evolve H (Complex.I * s) A * evolve H (Complex.I * t) A
      = evolve H (Complex.I * t) A * evolve H (Complex.I * s) A
    rw [ht, hadd, ← hmul, ← hmul, hc]
```

The lemma `commute_heisenberg_ad` is the differentiation step. Here `hg` is the $z$-derivative of $A\Phi_z(X)-\Phi_z(X)A$ at $z=it$, `hh` is $d(it)/dt=i$, and `hc` combines them by the chain rule. The function of real time is identically zero, so uniqueness of the derivative gives `h0`, which says that $i$ times the new commutator vanishes; `Complex.I_ne_zero` removes the factor.

```lean
/-- If `A` commutes with `X(t)` at all real times, it commutes with `[H,X](t)` at all
real times. -/
theorem commute_heisenberg_ad (H A X : 𝔸) (h : ∀ t : ℝ, Commute A (heisenberg H t X))
    (t : ℝ) : Commute A (heisenberg H t (ad H X)) := by
  have hd := hasDerivAt_evolve H X (Complex.I * t)
  have hg := (hd.const_mul A).fun_sub (hd.mul_const A)
  have hh : HasDerivAt (fun s : ℝ => Complex.I * (s : ℂ)) Complex.I t := by
    simpa using ((hasDerivAt_id (t : ℂ)).const_mul Complex.I).comp_ofReal
  have hc := HasDerivAt.scomp_of_eq t hg hh rfl
  -- the commutator vanishes identically, hence so does its time derivative
  have h0 := hc.unique ((hasDerivAt_const t (0 : 𝔸)).congr_of_eventuallyEq
    (Filter.Eventually.of_forall fun s => by
      have h1 := sub_eq_zero.mpr (h s).eq
      exact h1))
  exact sub_eq_zero.mp ((smul_eq_zero.mp h0).resolve_left Complex.I_ne_zero)
```

The theorem `nondemolition_iff` is statement 1, with `k` a natural number and no hypothesis on `H` or `A`. In the forward direction `hk` is the induction on $j$, evaluated at time `0`. In the converse `hall` adds the case $k=0$, `hs.mul_left A` and `hs.mul_right A` are the series for $A\,A(t)$ and $A(t)\,A$, `e` identifies them term by term, and uniqueness of the sum finishes.

```lean
/-- Nondemolition criterion in a complex Banach algebra: the `A(t)` commute at all pairs of
real times if and only if `A` commutes with `ad_Hᵏ(A)` for every `k ≥ 1`. -/
theorem nondemolition_iff (H A : 𝔸) :
    Nondemolition H A ↔ ∀ k ≥ 1, Commute A ((ad H)^[k] A) := by
  rw [nondemolition_iff_initial]
  constructor
  · intro h k _
    have hk : ∀ (j : ℕ) (t : ℝ), Commute A (heisenberg H t ((ad H)^[j] A)) := by
      intro j
      induction j with
      | zero => exact h
      | succ j ih =>
        rw [Function.iterate_succ_apply']
        exact commute_heisenberg_ad H A _ ih
    simpa [heisenberg, evolve] using hk k 0
  · intro h t
    have hall : ∀ k, Commute A ((ad H)^[k] A) := by
      intro k
      cases k with
      | zero => exact Commute.refl A
      | succ k => exact h _ (by omega)
    -- `A` commutes with every term of the series for `A(t)`
    have hs := hasSum_evolve H A (Complex.I * t)
    have h1 := hs.mul_left A
    have e : (fun k : ℕ => A * ((k.factorial : ℂ)⁻¹ • (Complex.I * t) ^ k • (ad H)^[k] A))
        = fun k : ℕ => ((k.factorial : ℂ)⁻¹ • (Complex.I * t) ^ k • (ad H)^[k] A) * A :=
      funext fun k => (((hall k).smul_right _).smul_right _).eq
    rw [e] at h1
    exact h1.unique (hs.mul_right A)

end Banach
```

## Matrices and the trace

The type `Matrix n n ℂ` consists of square complex matrices indexed by any finite type `n`, including one with a single element or none. The proof of `matrix_nondemolition_iff` borrows an operator norm, which makes the matrices a Banach algebra with the same topology; the statement does not depend on that norm.

```lean
variable {n : Type*} [Fintype n] [DecidableEq n]

/-- Nondemolition criterion for complex square matrices: the `A(t)` commute at all pairs of
real times if and only if `A` commutes with `ad_Hᵏ(A)` for every `k ≥ 1`. -/
theorem matrix_nondemolition_iff (H A : Matrix n n ℂ) :
    Nondemolition H A ↔ ∀ k ≥ 1, Commute A ((ad H)^[k] A) :=
  open scoped Matrix.Norms.Operator in nondemolition_iff H A
```

In `ad_eq_zero_of_commute` the hypotheses `hH` and `hA` are $H^\dagger=H$ and $A^\dagger=A$, with `ᴴ` the conjugate transpose, and `h` is $[A,[H,A]]=0$. The step `hs` is $C^\dagger=-C$, `h1` is the chain of trace equalities, `h2` expands $C^2$, and `h3` is $\operatorname{tr}(C^\dagger C)=0$, from which the final Mathlib lemma concludes $C=0$. The trace ties this argument to finite dimension, so statement 2 is proved here for matrices only; this is a limit of the proof given, not a claim that the equivalence fails for bounded operators in infinite dimension.

```lean
/-- For Hermitian matrices, if `A` commutes with `[H,A]` then `[H,A] = 0`. -/
theorem ad_eq_zero_of_commute {H A : Matrix n n ℂ} (hH : H.IsHermitian) (hA : A.IsHermitian)
    (h : Commute A (ad H A)) : ad H A = 0 := by
  have hs : (ad H A)ᴴ = -ad H A := by
    simp [ad, conjTranspose_sub, conjTranspose_mul, hH.eq, hA.eq]
  obtain ⟨C, hC⟩ : ∃ C, C = ad H A := ⟨_, rfl⟩
  rw [← hC] at h hs ⊢
  have hc : A * C = C * A := h.eq
  -- cyclicity of the trace
  have h1 : trace (C * (H * A)) = trace (C * (A * H)) :=
    calc trace (C * (H * A)) = trace (C * H * A) := by rw [Matrix.mul_assoc]
      _ = trace (A * (C * H)) := Matrix.trace_mul_comm _ _
      _ = trace (C * (A * H)) := by rw [← Matrix.mul_assoc, hc, Matrix.mul_assoc]
  have h2 : C * C = C * (H * A) - C * (A * H) := by
    rw [← Matrix.mul_sub]; exact congrArg (fun X => C * X) hC
  have h3 : trace (Cᴴ * C) = 0 := by
    rw [hs, Matrix.neg_mul, h2, trace_neg, trace_sub, h1, sub_self, neg_zero]
  exact Matrix.trace_conjTranspose_mul_self_eq_zero_iff.mp h3
```

Statement 2 is `hermitian_nondemolition_iff`. The forward direction uses the criterion only at $k=1$, through `h 1 le_rfl`. The converse writes $k=j+1$, applies the innermost commutator first to get zero, and uses that zero is a fixed point of `ad H`.

```lean
/-- For Hermitian matrices `H`, `A`, the `A(t)` commute at all pairs of real times if and
only if `HA = AH`. -/
theorem hermitian_nondemolition_iff {H A : Matrix n n ℂ} (hH : H.IsHermitian)
    (hA : A.IsHermitian) : Nondemolition H A ↔ Commute H A := by
  rw [matrix_nondemolition_iff]
  constructor
  · intro h
    exact sub_eq_zero.mp (ad_eq_zero_of_commute hH hA (h 1 le_rfl))
  · intro h k hk
    obtain ⟨j, rfl⟩ : ∃ j, k = j + 1 := ⟨k - 1, by omega⟩
    have h1 : ad H A = 0 := sub_eq_zero.mpr h.eq
    have h0 : ad H (0 : Matrix n n ℂ) = 0 := by simp [ad]
    rw [Function.iterate_succ_apply, h1, Function.iterate_fixed h0]
    exact Commute.zero_right A
```

## The raising matrix

The index type `Fin 2` has the elements $0$ and $1$, and the entries are listed row by row.

```lean
/-- The two-level Hamiltonian `diag(1, 0)`. -/
def twoLevel : Matrix (Fin 2) (Fin 2) ℂ := !![1, 0; 0, 0]
```

The only nonzero entry of `raising` is in row $0$, column $1$, which is $|0\rangle\langle1|$.

```lean
/-- The two-level raising matrix. -/
def raising : Matrix (Fin 2) (Fin 2) ℂ := !![0, 1; 0, 0]
```

The theorem `raising_nondemolition` states that `twoLevel` is Hermitian, that `raising` is nondemolition for it, and that the two do not commute. The middle part checks $\mathrm{ad}_H(A)=A$ entry by entry and applies `Function.iterate_fixed`, after which the goal is that $A$ commutes with itself. The last part compares the entries in row $0$, column $1$ of $HA$ and $AH$, which are $1$ and $0$. The example shows that statement 2 fails once $A$ is allowed to be non-Hermitian; whether Hermiticity of $H$ could be relaxed is a question that it does not address.

```lean
/-- The raising matrix is nondemolition for the Hermitian `diag(1, 0)` and doesn't commute
with it. -/
theorem raising_nondemolition :
    twoLevel.IsHermitian ∧ Nondemolition twoLevel raising ∧ ¬ Commute twoLevel raising := by
  refine ⟨?_, ?_, ?_⟩
  · ext i j
    fin_cases i <;> fin_cases j <;> simp [twoLevel, conjTranspose_apply]
  · have h : ad twoLevel raising = raising := by
      ext i j
      fin_cases i <;> fin_cases j <;>
        simp [ad, twoLevel, raising]
    rw [matrix_nondemolition_iff]
    intro k _
    rw [Function.iterate_fixed h]
  · intro h
    have h1 := congrFun (congrFun h.eq 0) 1
    simp [twoLevel, raising, Matrix.mul_apply, Fin.sum_univ_succ] at h1

end

end NondemolitionCriterion
```

```lean
#print axioms NondemolitionCriterion.matrix_nondemolition_iff
-- 'NondemolitionCriterion.matrix_nondemolition_iff' depends on axioms: [propext, Classical.choice, Quot.sound]
#print axioms NondemolitionCriterion.hermitian_nondemolition_iff
-- 'NondemolitionCriterion.hermitian_nondemolition_iff' depends on axioms: [propext, Classical.choice, Quot.sound]
#print axioms NondemolitionCriterion.raising_nondemolition
-- 'NondemolitionCriterion.raising_nondemolition' depends on axioms: [propext, Classical.choice, Quot.sound]
```
